# The Bogoliubov correlation energy of a charged Bose gas scales as the fourth root of its density

Consider charged bosons in three dimensions at zero temperature, with density $n$, in a uniform neutralising background. In the Bogoliubov approximation their correlation energy per particle $e(n)$ is negative and proportional to $n^{1/4}$. In units where $\hbar$, the particle mass and the charge are one, and the Coulomb energy of two particles is the inverse of their distance,

$$e(n)=\frac{(4\pi)^{5/4}}{4\pi^2}\,I(1)\,n^{1/4}<0,\qquad I(c)=\int_0^\infty f_c(q)\,dq,$$

$$f_c(q)=q^2\sqrt{\tfrac{q^4}{4}+c}-\tfrac{q^4}{2}-c .$$

For every $c>0$ the function $f_c$ is negative and integrable on $q>0$, and $I(c)=c^{5/4}I(1)$. This is Foldy's law, which gives the leading behaviour of the ground-state energy of the charged Bose gas at high density.

## From zero-point energy to a power of the density

The Coulomb interaction in momentum space is $v(k)=4\pi/k^2$. The Bogoliubov approximation puts nearly all particles in the zero-momentum state and keeps terms up to second order in the operators for the others. Diagonalising the resulting quadratic Hamiltonian gives quasiparticles of energy

$$\varepsilon(k)=\sqrt{(k^2/2)^2+k^2\,n\,v(k)}$$

and a zero-point energy $\tfrac12\left(\varepsilon(k)-k^2/2-n\,v(k)\right)$ for each momentum. Integrating over momentum shells and dividing by the density gives

$$e(n)=\frac1n\int_0^\infty\frac{4\pi k^2}{(2\pi)^3}\,\frac{\varepsilon(k)-k^2/2-n\,v(k)}{2}\,dk .$$

For $k\neq0$ the factor $k^2$ cancels the Coulomb denominator, so $\varepsilon(k)=\sqrt{k^4/4+4\pi n}$. This tends to the plasma frequency $\sqrt{4\pi n}$ at small $k$. The shell factor is $k^2/(2\pi^2)$; multiplying it into the bracket gives

$$n\,e(n)=\frac{1}{4\pi^2}\int_0^\infty\left(k^2\sqrt{\tfrac{k^4}{4}+4\pi n}-\tfrac{k^4}{2}-4\pi n\right)dk=\frac{I(4\pi n)}{4\pi^2}.$$

**Sign.** Compare the squares of the competing terms in $f_c$:

$$\left(\tfrac{q^4}{2}+c\right)^2-q^4\left(\tfrac{q^4}{4}+c\right)=c^2>0 .$$

Both terms are nonnegative, so the subtracted one is larger and $f_c(q)<0$.

**Convergence.** Multiplying and dividing by the conjugate expression gives

$$f_c(q)=-\frac{c^2}{q^2\sqrt{q^4/4+c}+q^4/2+c}.$$

Since $\sqrt{q^4/4+c}\ge q^2/2$, the denominator is at least $q^4+c$, and therefore $|f_c(q)|\le c^2/(q^4+c)$. The inequality $1+q^2\le 2q^4+2$ then gives

$$\frac{c^2}{q^4+c}\le\frac{2c^2+2c}{1+q^2},$$

and the right-hand side is integrable. Hence $I(c)$ converges, and it is negative because $f_c$ is negative everywhere.

**Scaling.** Put $s=c^{1/4}$. Then $\sqrt{(sq)^4/4+c}=s^2\sqrt{q^4/4+1}$, so $f_c(sq)=s^4f_1(q)$. Substituting $q\to sq$ in the integral contributes one more factor of $s$:

$$I(c)=s\int_0^\infty f_c(sq)\,dq=s^5I(1)=c^{5/4}I(1).$$

With $c=4\pi n$, division by $n$ leaves $n^{1/4}$ and the coefficient stated at the start. If $r_s$ is the radius of a sphere that holds one particle on average, $n=3/(4\pi r_s^3)$ and $4\pi n=3/r_s^3$, so that

$$e=\frac{4\pi r_s^3}{3}\cdot\frac{1}{4\pi^2}\left(\frac{3}{r_s^3}\right)^{5/4}I(1)=\frac{3^{1/4}}{\pi}\,I(1)\,r_s^{-3/4}.$$

## One quadrature for all densities

In a calculation, the scaling law replaces an integral at each density by a single number. The conjugate form with $c=1$ is convenient for quadrature, because the original expression subtracts terms of size $q^4$ to leave a remainder of size $q^{-4}$. Numerically $I(1)\approx-0.9585$, which gives

$$e\approx-0.5744\,n^{1/4}\approx-0.4015\,r_s^{-3/4}.$$

At $r_s=1/16$, for example, $r_s^{-3/4}=8$ and $e\approx-3.21$. For particles with the electron's mass and charge, the energy is in hartree and $r_s$ is in Bohr radii. The formula describes the gas at high density, where $r_s$ is small. In a fit to simulated energies of charged bosons it can serve as the leading term in that limit.

## The gas and its energy as Lean definitions

```lean
import Mathlib

open MeasureTheory Set Real

namespace FoldyChargedBoseGas

noncomputable section
```

All quantities are real numbers, and `k` stands for the magnitude of a momentum. The interaction carries the convention $4\pi/k^2$, which belongs to Gaussian units with unit charge.

```lean
/-- Coulomb interaction `4π/k²` in momentum space for unit charges, for `k ≠ 0`. -/
def coulomb (k : ℝ) : ℝ := 4 * π / k ^ 2
```

The quasiparticle energy is entered in its general Bogoliubov form, with the interaction still visible.

```lean
/-- Bogoliubov energy of a quasiparticle of momentum `k ≠ 0` in a charged Bose gas of
density `n`, in units where `ħ`, the mass and the charge are one. -/
def quasiparticleEnergy (n k : ℝ) : ℝ :=
  √((k ^ 2 / 2) ^ 2 + k ^ 2 * (n * coulomb k))
```

The correlation energy is the shell integral divided by the density. `Ioi (0 : ℝ)` is the open half-line $k>0$, and the factor `4 * π * k ^ 2 / (2 * π) ^ 3` is the density of momentum states per unit volume. The exponent $1/4$ does not appear in the definition.

```lean
/-- Correlation energy per particle at density `n > 0`: the zero-point energy of the
quasiparticles, summed over momentum shells and divided by the density. -/
def correlationEnergy (n : ℝ) : ℝ :=
  (∫ k in Ioi (0 : ℝ), 4 * π * k ^ 2 / (2 * π) ^ 3 *
    ((quasiparticleEnergy n k - k ^ 2 / 2 - n * coulomb k) / 2)) / n
```

This definition is where the physics enters. The step from the interacting many-body Hamiltonian to this zero-point energy is the Bogoliubov approximation, which is assumed here; the theorems concern the energy so defined and give no bound on its distance from the true ground-state energy.

The next two definitions are $f_c$ and $I(c)$. The letter `c` is a coupling, equal to $4\pi n$ in the gas, and not a speed of light.

```lean
/-- Foldy's radial integrand with coupling `c`. -/
def foldyIntegrand (c q : ℝ) : ℝ := q ^ 2 * √(q ^ 4 / 4 + c) - q ^ 4 / 2 - c

/-- Foldy's integral `I(c)` over all positive momenta. -/
def foldyIntegral (c : ℝ) : ℝ := ∫ q in Ioi (0 : ℝ), foldyIntegrand c q
```

## The Coulomb dispersion

The first theorem states that $\varepsilon(k)=\sqrt{k^4/4+4\pi n}$ for $k\neq0$. The proof establishes the cancellation $k^2\cdot4\pi/k^2=4\pi$ as `h` and uses it under the square root. The condition on `k` matters because Lean sets division by zero to zero, which would give zero energy at $k=0$ in place of the plasma frequency; a single point does not affect the integral.

```lean
/-- At nonzero momentum the Coulomb interaction turns the Bogoliubov energy into
`√(k⁴/4 + 4πn)`. -/
theorem quasiparticleEnergy_eq (n : ℝ) {k : ℝ} (hk : k ≠ 0) :
    quasiparticleEnergy n k = √(k ^ 4 / 4 + 4 * π * n) := by
  have h : k ^ 2 * (4 * π / k ^ 2) = 4 * π := by field_simp
  unfold quasiparticleEnergy coulomb
  congr 1
  linear_combination n * h
```

## Sign and decay of the integrand

For $c>0$ the integrand is negative at every real $q$. The lemma `lt_of_pow_lt_pow_left₀` reduces the comparison of the two terms to a comparison of their squares, and `nlinarith` finishes it from $c^2>0$.

```lean
/-- For positive coupling Foldy's integrand is negative at every momentum. -/
theorem foldyIntegrand_neg {c : ℝ} (hc : 0 < c) (q : ℝ) : foldyIntegrand c q < 0 := by
  have hs := Real.sq_sqrt (show 0 ≤ q ^ 4 / 4 + c by positivity)
  -- the squares of the two competing terms differ by c²
  have h : q ^ 2 * √(q ^ 4 / 4 + c) < q ^ 4 / 2 + c := by
    apply lt_of_pow_lt_pow_left₀ 2 (by positivity)
    rw [mul_pow, hs]
    nlinarith [pow_pos hc 2]
  unfold foldyIntegrand
  linarith
```

The bound $|f_c(q)|\le c^2/(q^4+c)$ follows the conjugate argument. The identity `hid` says that $f_c$ times its conjugate expression is $-c^2$, and `hS` is the inequality $q^2/2\le\sqrt{q^4/4+c}$. The last line combines them to replace the conjugate expression by the smaller $q^4+c$.

```lean
/-- For positive coupling the magnitude of the integrand is at most `c²/(q⁴ + c)`. -/
theorem abs_foldyIntegrand_le {c : ℝ} (hc : 0 < c) (q : ℝ) :
    |foldyIntegrand c q| ≤ c ^ 2 / (q ^ 4 + c) := by
  have hneg := foldyIntegrand_neg hc q
  have hs := Real.sq_sqrt (show 0 ≤ q ^ 4 / 4 + c by positivity)
  have h0 := Real.sqrt_nonneg (q ^ 4 / 4 + c)
  -- multiply by the conjugate expression
  have hid : foldyIntegrand c q * (q ^ 2 * √(q ^ 4 / 4 + c) + q ^ 4 / 2 + c) = -c ^ 2 := by
    unfold foldyIntegrand
    linear_combination q ^ 4 * hs
  have hS : q ^ 2 / 2 ≤ √(q ^ 4 / 4 + c) := le_of_not_gt fun h => by
    nlinarith [mul_nonneg (sub_nonneg.2 h.le)
      (add_nonneg h0 (show 0 ≤ q ^ 2 / 2 by positivity))]
  have hD := mul_nonneg (sq_nonneg q) (sub_nonneg.2 hS)
  rw [abs_of_neg hneg, le_div_iff₀ (by positivity)]
  nlinarith [mul_nonneg (neg_nonneg.2 hneg.le) hD, hid]
```

Integrability on $q>0$ is `IntegrableOn (foldyIntegrand c) (Ioi 0)`. The proof uses continuity for measurability and then compares with $(2c^2+2c)/(1+q^2)$, whose integrability Mathlib supplies. The inequality `h` is the elementary $1+q^2\le2q^4+2$ used above.

```lean
/-- For positive coupling Foldy's integrand is integrable over positive momenta. -/
theorem integrableOn_foldyIntegrand {c : ℝ} (hc : 0 < c) :
    IntegrableOn (foldyIntegrand c) (Ioi 0) := by
  have hcont : Continuous (foldyIntegrand c) := by
    unfold foldyIntegrand
    fun_prop
  -- compare with a Lorentzian
  refine ((integrable_inv_one_add_sq.const_mul (2 * c ^ 2 + 2 * c)).mono'
    hcont.aestronglyMeasurable (Filter.Eventually.of_forall fun q => ?_)).integrableOn
  rw [Real.norm_eq_abs]
  refine (abs_foldyIntegrand_le hc q).trans ?_
  rw [← div_eq_mul_inv, div_le_div_iff₀ (by positivity) (by positivity)]
  have h : 1 + q ^ 2 ≤ 2 * q ^ 4 + 2 := by
    nlinarith [sq_nonneg (q ^ 2 - 1), sq_nonneg q, sq_nonneg (q ^ 2)]
  have h' : 0 ≤ 2 * c ^ 3 + 2 * c * q ^ 4 := by positivity
  nlinarith [mul_le_mul_of_nonneg_left h (sq_nonneg c)]
```

## A negative integral and its scaling

To pass from a negative integrand to a negative integral, the proof works with $-f_c$. A nonnegative integrable function has a positive integral exactly when it is nonzero on a set of positive measure. Here $-f_c$ is nonzero everywhere, and the half-line has infinite length.

```lean
/-- Foldy's integral is negative for positive coupling. -/
theorem foldyIntegral_neg {c : ℝ} (hc : 0 < c) : foldyIntegral c < 0 := by
  have hp : ∀ q, 0 < -foldyIntegrand c q := fun q => neg_pos.2 (foldyIntegrand_neg hc q)
  have hpos : 0 < ∫ q in Ioi (0 : ℝ), -foldyIntegrand c q := by
    refine (setIntegral_pos_iff_support_of_nonneg_ae
      (Filter.Eventually.of_forall fun q => (hp q).le)
      (integrableOn_foldyIntegrand hc).neg).2 ?_
    have hsupp : Function.support (fun q => -foldyIntegrand c q) = univ :=
      eq_univ_of_forall fun q => (hp q).ne'
    rw [hsupp, univ_inter, Real.volume_Ioi]
    exact ENNReal.zero_lt_top
  rw [integral_neg] at hpos
  unfold foldyIntegral
  linarith
```

The scaling theorem begins by choosing $s=c^{1/4}$ and recording $s^4=c$ and $s^5=c^{5/4}$. The statement `hscale` is $f_c(sq)=s^4f_1(q)$, and `integral_comp_mul_left_Ioi` performs the change of variable. The remaining algebra multiplies through by $s$. The exponent is written `(5 / 4 : ℝ)` so that it denotes a real power.

```lean
/-- Scaling law of Foldy's integral: `I(c) = c^(5/4) I(1)` for positive coupling. -/
theorem foldyIntegral_scaling {c : ℝ} (hc : 0 < c) :
    foldyIntegral c = c ^ (5 / 4 : ℝ) * foldyIntegral 1 := by
  -- c^(1/4) is the natural unit of momentum
  obtain ⟨s, hs, h4, h5⟩ : ∃ s : ℝ, 0 < s ∧ s ^ 4 = c ∧ s ^ 5 = c ^ (5 / 4 : ℝ) := by
    refine ⟨c ^ (1 / 4 : ℝ), Real.rpow_pos_of_pos hc _, ?_, ?_⟩ <;>
      rw [← Real.rpow_natCast, ← Real.rpow_mul hc.le] <;> norm_num
  have hscale : ∀ q, foldyIntegrand c (s * q) = s ^ 4 * foldyIntegrand 1 q := by
    intro q
    have h : √((s * q) ^ 4 / 4 + c) = s ^ 2 * √(q ^ 4 / 4 + 1) := by
      rw [← h4, show (s * q) ^ 4 / 4 + s ^ 4 = (s ^ 2) ^ 2 * (q ^ 4 / 4 + 1) by ring,
        Real.sqrt_mul (sq_nonneg _), Real.sqrt_sq (sq_nonneg s)]
    unfold foldyIntegrand
    rw [h]
    linear_combination h4
  have h := integral_comp_mul_left_Ioi (foldyIntegrand c) 0 hs
  simp only [hscale, mul_zero, smul_eq_mul] at h
  rw [integral_const_mul] at h
  unfold foldyIntegral
  rw [← h5, ← mul_inv_cancel_left₀ hs.ne' (∫ q in Ioi (0 : ℝ), foldyIntegrand c q), ← h]
  ring
```

## The density law and the spacing law

The link between the gas and the integral is $n\,e(n)=I(4\pi n)/(4\pi^2)$, an energy per unit volume. The proof shows that the two integrands agree at each $k>0$, using the Coulomb dispersion, and then takes the constant $1/(4\pi^2)$ out of the integral.

```lean
/-- At positive density the correlation energy per unit volume is Foldy's integral at
coupling `4πn`, divided by `4π²`. -/
theorem density_mul_correlationEnergy {n : ℝ} (hn : 0 < n) :
    n * correlationEnergy n = foldyIntegral (4 * π * n) / (4 * π ^ 2) := by
  have h : ∀ k ∈ Ioi (0 : ℝ), 4 * π * k ^ 2 / (2 * π) ^ 3 *
      ((quasiparticleEnergy n k - k ^ 2 / 2 - n * coulomb k) / 2) =
      1 / (4 * π ^ 2) * foldyIntegrand (4 * π * n) k := by
    intro k hk
    have hk0 : k ≠ 0 := ne_of_gt hk
    rw [quasiparticleEnergy_eq n hk0]
    unfold foldyIntegrand coulomb
    generalize √(k ^ 4 / 4 + 4 * π * n) = S
    field_simp
    ring
  unfold correlationEnergy foldyIntegral
  rw [setIntegral_congr_fun measurableSet_Ioi h, integral_const_mul,
    mul_div_cancel₀ _ hn.ne']
  ring
```

The main theorem has two parts for every $n>0$: the formula with $n^{1/4}$ and the strict inequality $e(n)<0$. Its proof splits $n^{5/4}=n\cdot n^{1/4}$, inserts the scaling law at $c=4\pi n$ and cancels the common factor $n$. The sign then follows from $I(1)<0$, since all other factors are positive.

```lean
/-- Foldy's law: at positive density the correlation energy per particle is negative and
proportional to the fourth root of the density. -/
theorem foldy_correlation_energy {n : ℝ} (hn : 0 < n) :
    correlationEnergy n =
      (4 * π) ^ (5 / 4 : ℝ) / (4 * π ^ 2) * foldyIntegral 1 * n ^ (1 / 4 : ℝ) ∧
    correlationEnergy n < 0 := by
  have hsplit : n ^ (5 / 4 : ℝ) = n * n ^ (1 / 4 : ℝ) := by
    rw [show (5 / 4 : ℝ) = 1 + 1 / 4 by norm_num, Real.rpow_add hn, Real.rpow_one]
  have heq : correlationEnergy n =
      (4 * π) ^ (5 / 4 : ℝ) / (4 * π ^ 2) * foldyIntegral 1 * n ^ (1 / 4 : ℝ) := by
    apply mul_left_cancel₀ hn.ne'
    rw [density_mul_correlationEnergy hn, foldyIntegral_scaling (by positivity),
      Real.mul_rpow (by positivity) hn.le, hsplit]
    ring
  refine ⟨heq, ?_⟩
  rw [heq]
  exact mul_neg_of_neg_of_pos
    (mul_neg_of_pos_of_neg (by positivity) (foldyIntegral_neg one_pos)) (by positivity)
```

The final theorem expresses the same energy through the radius $r_s$, written `r` in the code. The docstring calls it the mean particle spacing; its exact meaning is fixed by the density $3/(4\pi r_s^3)$. The step `hc` is $4\pi n=3/r_s^3$, and `hroot` evaluates the fourth root of $3/r_s^3$ as $3^{1/4}r_s^{-3/4}$. Cancelling the density, as before, leaves the coefficient $3^{1/4}I(1)/\pi$.

```lean
/-- In terms of the mean particle spacing `r > 0`, with density `3/(4πr³)`, the
correlation energy per particle is proportional to `r^(-3/4)`. -/
theorem correlationEnergy_spacing {r : ℝ} (hr : 0 < r) :
    correlationEnergy (3 / (4 * π * r ^ 3)) =
      3 ^ (1 / 4 : ℝ) / π * foldyIntegral 1 * r ^ (-3 / 4 : ℝ) := by
  have hn : 0 < 3 / (4 * π * r ^ 3) := by positivity
  have hx : 0 < 3 / r ^ 3 := by positivity
  have hc : 4 * π * (3 / (4 * π * r ^ 3)) = 3 / r ^ 3 := by field_simp
  have hroot : (3 / r ^ 3) ^ (1 / 4 : ℝ) = 3 ^ (1 / 4 : ℝ) * r ^ (-3 / 4 : ℝ) := by
    rw [Real.div_rpow (by norm_num) (by positivity), ← Real.rpow_natCast,
      ← Real.rpow_mul hr.le, div_eq_mul_inv, ← Real.rpow_neg hr.le]
    norm_num
  have hsplit : (3 / r ^ 3) ^ (5 / 4 : ℝ) = 3 / r ^ 3 * (3 / r ^ 3) ^ (1 / 4 : ℝ) := by
    rw [show (5 / 4 : ℝ) = 1 + 1 / 4 by norm_num, Real.rpow_add hx, Real.rpow_one]
  apply mul_left_cancel₀ hn.ne'
  rw [density_mul_correlationEnergy hn, hc, foldyIntegral_scaling hx, hsplit, hroot]
  ring

end

end FoldyChargedBoseGas
```

```lean
#print axioms FoldyChargedBoseGas.foldy_correlation_energy
-- 'FoldyChargedBoseGas.foldy_correlation_energy' depends on axioms: [propext, Classical.choice, Quot.sound]
#print axioms FoldyChargedBoseGas.correlationEnergy_spacing
-- 'FoldyChargedBoseGas.correlationEnergy_spacing' depends on axioms: [propext, Classical.choice, Quot.sound]
```
